# The length of a nonzero planar bond vector changes at the rate of its velocity's component along the bond

A bond vector in the plane has components `X` and `Y`, real functions of one real variable, with derivatives `u` and `v` at the point `t`. Provided the vector is nonzero at `t`, the theorem says that its length √(X² + Y²) has derivative (Xu + Yv)/√(X² + Y²) there. This is the component of the velocity along the bond; the division by the length is needed because the bond vector is not normalised. The proof first differentiates the squared length by the product rule, then applies the rule for square roots and cancels a factor of 2.

The failing Lean file:

```lean
import Mathlib

open Real

namespace RotationalHessianModes

noncomputable section

/-- The length of a planar bond vector with components `x` and `y`. -/
def bondLength (x y : ℝ) : ℝ := √(x ^ 2 + y ^ 2)

/-- Along a motion with velocity `(u, v)`, the length of a nonzero bond vector changes at the rate
given by the component of the velocity along the bond. -/
theorem hasDerivAt_bondLength {X Y : ℝ → ℝ} {u v t : ℝ}
    (hX : HasDerivAt X u t) (hY : HasDerivAt Y v t) (h : 0 < X t ^ 2 + Y t ^ 2) :
    HasDerivAt (fun s => bondLength (X s) (Y s))
      ((X t * u + Y t * v) / bondLength (X t) (Y t)) t := by
  have h1 : HasDerivAt (fun s => X s ^ 2 + Y s ^ 2) (2 * (X t * u + Y t * v)) t := by
    convert (hX.fun_mul hX).fun_add (hY.fun_mul hY) using 1
    · ext s
      ring
    · ring
  exact (h1.sqrt h.ne').congr_deriv (mul_div_mul_left _ _ two_ne_zero)

end

end RotationalHessianModes
```

The compiler's answer:

```
Main.lean:22:6: error: `ring_nf` made no progress on the goal
Main.lean:18:83: error: unsolved goals
case e'_8
X Y : ℝ → ℝ
u v t : ℝ
hX : HasDerivAt X u t
hY : HasDerivAt Y v t
h : 0 < X t ^ 2 + Y t ^ 2
⊢ (fun s => X s ^ 2 + Y s ^ 2) = fun i => X i * X i + Y i * Y i

case e'_9
X Y : ℝ → ℝ
u v t : ℝ
hX : HasDerivAt X u t
hY : HasDerivAt Y v t
h : 0 < X t ^ 2 + Y t ^ 2
⊢ 2 * (X t * u + Y t * v) = u * X t + X t * u + (v * Y t + Y t * v)
```

Diagnosis. The two bullets after `convert` were written for two goals: equality of the functions and equality of the derivatives. Both are still open in the second message, as `e'_8` and `e'_9`, so the bullets were spent on other goals that came first. Lean does not print those, but they must come from earlier arguments of `HasDerivAt`, where the algebraic and topological structures on ℝ sit. The first bullet closed its goal; in the second, `ring` met one it could not prove, hence the complaint about `ring_nf`.

The repair does without `convert`. The equation `e` turns squares into products, and `rw [e]` puts the function in the form the product rule gives. Then `exact` can match the structures by definitional unfolding instead of handing them back as goals, and `congr_deriv` leaves only the equality of derivatives, which `ring` proves. Writing `funext` for `ext` is mere tidying.

As a diff, the version that Lean accepts:

```diff
@@ -17,8 +17,9 @@
       ((X t * u + Y t * v) / bondLength (X t) (Y t)) t := by
   have h1 : HasDerivAt (fun s => X s ^ 2 + Y s ^ 2) (2 * (X t * u + Y t * v)) t := by
-    convert (hX.fun_mul hX).fun_add (hY.fun_mul hY) using 1
-    · ext s
+    have e : (fun s => X s ^ 2 + Y s ^ 2) = fun s => X s * X s + Y s * Y s := by
+      funext s
       ring
-    · ring
+    rw [e]
+    exact ((hX.fun_mul hX).fun_add (hY.fun_mul hY)).congr_deriv (by ring)
   exact (h1.sqrt h.ne').congr_deriv (mul_div_mul_left _ _ two_ne_zero)
 
```
